# x² + y² = a†a + b†b + 1 + ab + a†b† for the two-dimensional oscillator

For a two-dimensional oscillator with two kinds of circular quanta, the lemma states that the squares of the dimensionless Cartesian coordinates add up to ρ² = a†a + b†b + 1 + ab + a†b†. Here x = (a + a† + b + b†)/2 and y = i(a − a† − b + b†)/2, and all the operators act on finite linear combinations of the basis states |j,k⟩. The attempt checks the needed commutation relations on basis states. It then shows that the square of a + a† + b + b† minus the square of a − a† − b + b† is 4ρ², and brings in the prefactors 1/4 and −1/4 to finish.

Lean 4 with Mathlib refuses this proof:

```lean
import Mathlib

open scoped ComplexConjugate

namespace RhoSqEqCartesian

noncomputable section

/-- States of the two-dimensional oscillator: finite combinations of the basis states `|j,k⟩`. -/
abbrev Space := (ℕ × ℕ) →₀ ℂ

/-- The basis state `|j,k⟩` with `j` and `k` circular quanta. -/
def ket (j k : ℕ) : Space := Finsupp.single (j, k) 1

/-- The ladder coefficient `√n` as a complex number. -/
def root (n : ℕ) : ℂ := ((Real.sqrt (n : ℝ) : ℝ) : ℂ)

/-- The operator `a`, which removes a quantum of the first kind. -/
def annA : Module.End ℂ Space :=
  Finsupp.linearCombination ℂ fun p : ℕ × ℕ => root p.1 • ket (p.1 - 1) p.2

/-- The operator `a†`, which adds a quantum of the first kind. -/
def creA : Module.End ℂ Space :=
  Finsupp.linearCombination ℂ fun p : ℕ × ℕ => root (p.1 + 1) • ket (p.1 + 1) p.2

/-- The operator `b`, which removes a quantum of the second kind. -/
def annB : Module.End ℂ Space :=
  Finsupp.linearCombination ℂ fun p : ℕ × ℕ => root p.2 • ket p.1 (p.2 - 1)

/-- The operator `b†`, which adds a quantum of the second kind. -/
def creB : Module.End ℂ Space :=
  Finsupp.linearCombination ℂ fun p : ℕ × ℕ => root (p.2 + 1) • ket p.1 (p.2 + 1)

/-- The operator `ρ² = a†a + b†b + 1 + ab + a†b†`. -/
def rhoSq : Module.End ℂ Space :=
  creA * annA + creB * annB + 1 + annA * annB + creA * creB

/-- The dimensionless Cartesian coordinate `x = (a + a† + b + b†)/2`. -/
def coordX : Module.End ℂ Space := (1 / 2 : ℂ) • (annA + creA + annB + creB)

/-- The dimensionless Cartesian coordinate `y = i(a - a† - b + b†)/2`. -/
def coordY : Module.End ℂ Space := (Complex.I / 2) • (annA - creA - annB + creB)

/-- The ladder coefficient squares to the number of quanta. -/
theorem root_mul_self (n : ℕ) : root n * root n = (n : ℂ) := by
  unfold root
  rw [← Complex.ofReal_mul, Real.mul_self_sqrt (Nat.cast_nonneg n)]
  simp

/-- The action of `a`, `a†`, `b` and `b†` on a basis state. -/
theorem ladder_ket (j k : ℕ) :
    annA (ket j k) = root j • ket (j - 1) k ∧
    creA (ket j k) = root (j + 1) • ket (j + 1) k ∧
    annB (ket j k) = root k • ket j (k - 1) ∧
    creB (ket j k) = root (k + 1) • ket j (k + 1) := by
  refine ⟨?_, ?_, ?_, ?_⟩ <;>
    simp [annA, creA, annB, creB, ket, Finsupp.linearCombination_single]

/-- The operator `ρ²` is the squared distance from the axis, `x² + y²`. -/
theorem rhoSq_eq_cartesian : coordX * coordX + coordY * coordY = rhoSq := by
  have r0 : root 0 = 0 := by simp [root]
  have ext' : ∀ A B : Module.End ℂ Space, (∀ j k, A (ket j k) = B (ket j k)) → A = B := by
    intro A B h
    refine Finsupp.lhom_ext fun p c => ?_
    have hp : (Finsupp.single p c : Space) = c • ket p.1 p.2 := by simp [ket]
    rw [hp, map_smul, map_smul, h]
  -- the commutation relations, checked on basis states
  have h1 : annA * creA = creA * annA + 1 := by
    refine ext' _ _ fun j k => ?_
    simp only [LinearMap.add_apply, Module.End.mul_apply, Module.End.one_apply,
      ladder_ket, map_smul, smul_smul, root_mul_self, Nat.add_sub_cancel]
    rcases j with _ | j
    · simp [r0]
    · rw [Nat.add_sub_cancel, root_mul_self]
      push_cast
      module
  have h2 : annB * creB = creB * annB + 1 := by
    refine ext' _ _ fun j k => ?_
    simp only [LinearMap.add_apply, Module.End.mul_apply, Module.End.one_apply,
      ladder_ket, map_smul, smul_smul, root_mul_self, Nat.add_sub_cancel]
    rcases k with _ | k
    · simp [r0]
    · rw [Nat.add_sub_cancel, root_mul_self]
      push_cast
      module
  have h3 : annA * annB = annB * annA := by
    refine ext' _ _ fun j k => ?_
    simp only [Module.End.mul_apply, ladder_ket, map_smul, smul_smul]
    rw [mul_comm]
  have h4 : creA * creB = creB * creA := by
    refine ext' _ _ fun j k => ?_
    simp only [Module.End.mul_apply, ladder_ket, map_smul, smul_smul]
    rw [mul_comm]
  have key : (annA + creA + annB + creB) * (annA + creA + annB + creB)
      - (annA - creA - annB + creB) * (annA - creA - annB + creB)
      = rhoSq + rhoSq + rhoSq + rhoSq := by
    unfold rhoSq
    linear_combination (norm := noncomm_ring) 2 * h1 + 2 * h2 - 2 * h3 - 2 * h4
  have c1 : (1 / 2 : ℂ) * (1 / 2) = 1 / 4 := by norm_num
  have c2 : Complex.I / 2 * (Complex.I / 2) = -(1 / 4) := by
    linear_combination (1 / 4 : ℂ) * Complex.I_mul_I
  unfold coordX coordY
  rw [smul_mul_smul_comm, smul_mul_smul_comm, c1, c2, neg_smul, ← sub_eq_add_neg,
    ← smul_sub, key]
  module

end

end RhoSqEqCartesian
```

Lean reports:

```
Main.lean:98:4: error(lean.synthInstanceFailed): failed to synthesize instance of type class
  IsRightCancelAdd (Module.End ℂ Space)

Hint: Type class instance resolution failures can be inspected with the `set_option trace.Meta.synthInstance true` command.
Main.lean:103:54: error: Tactic `rewrite` failed: Did not find an occurrence of the pattern
  -?r • ?x
in the target expression
  (1 / 4) • ((annA + creA + annB + creB) * (annA + creA + annB + creB)) +
      -(1 / 4) • ((annA - creA - annB + creB) * (annA - creA - annB + creB)) =
    rhoSq

r0 : root 0 = 0
ext' : ∀ (A B : Module.End ℂ Space), (∀ (j k : ℕ), A (ket j k) = B (ket j k)) → A = B
h1 : annA * creA = creA * annA + 1
h2 : annB * creB = creB * annB + 1
h3 : annA * annB = annB * annA
h4 : creA * creB = creB * creA
key :
  (annA + creA + annB + creB) * (annA + creA + annB + creB) -
      (annA - creA - annB + creB) * (annA - creA - annB + creB) =
    rhoSq + rhoSq + rhoSq + rhoSq
c1 : 1 / 2 * (1 / 2) = 1 / 4
c2 : Complex.I / 2 * (Complex.I / 2) = -(1 / 4)
⊢ (1 / 4) • ((annA + creA + annB + creB) * (annA + creA + annB + creB)) +
      -(1 / 4) • ((annA - creA - annB + creB) * (annA - creA - annB + creB)) =
    rhoSq
```

As a diff, the version that Lean accepts:

```diff
@@ -66,22 +66,9 @@
     rw [hp, map_smul, map_smul, h]
   -- the commutation relations, checked on basis states
-  have h1 : annA * creA = creA * annA + 1 := by
-    refine ext' _ _ fun j k => ?_
-    simp only [LinearMap.add_apply, Module.End.mul_apply, Module.End.one_apply,
-      ladder_ket, map_smul, smul_smul, root_mul_self, Nat.add_sub_cancel]
-    rcases j with _ | j
-    · simp [r0]
-    · rw [Nat.add_sub_cancel, root_mul_self]
-      push_cast
-      module
-  have h2 : annB * creB = creB * annB + 1 := by
-    refine ext' _ _ fun j k => ?_
-    simp only [LinearMap.add_apply, Module.End.mul_apply, Module.End.one_apply,
-      ladder_ket, map_smul, smul_smul, root_mul_self, Nat.add_sub_cancel]
-    rcases k with _ | k
-    · simp [r0]
-    · rw [Nat.add_sub_cancel, root_mul_self]
-      push_cast
-      module
+  obtain ⟨h1, h2⟩ : annA * creA = creA * annA + 1 ∧ annB * creB = creB * annB + 1 := by
+    constructor <;> refine ext' _ _ fun j k => ?_ <;>
+      simp only [LinearMap.add_apply, Module.End.mul_apply, Module.End.one_apply,
+        ladder_ket, map_smul, smul_smul, root_mul_self, Nat.add_sub_cancel] <;>
+      rcases j with _ | j <;> rcases k with _ | k <;> simp [r0, root_mul_self, add_smul]
   have h3 : annA * annB = annB * annA := by
     refine ext' _ _ fun j k => ?_
@@ -92,16 +79,23 @@
     simp only [Module.End.mul_apply, ladder_ket, map_smul, smul_smul]
     rw [mul_comm]
-  have key : (annA + creA + annB + creB) * (annA + creA + annB + creB)
-      - (annA - creA - annB + creB) * (annA - creA - annB + creB)
-      = rhoSq + rhoSq + rhoSq + rhoSq := by
-    unfold rhoSq
-    linear_combination (norm := noncomm_ring) 2 * h1 + 2 * h2 - 2 * h3 - 2 * h4
   have c1 : (1 / 2 : ℂ) * (1 / 2) = 1 / 4 := by norm_num
   have c2 : Complex.I / 2 * (Complex.I / 2) = -(1 / 4) := by
     linear_combination (1 / 4 : ℂ) * Complex.I_mul_I
-  unfold coordX coordY
-  rw [smul_mul_smul_comm, smul_mul_smul_comm, c1, c2, neg_smul, ← sub_eq_add_neg,
-    ← smul_sub, key]
-  module
+  -- the identity holds in any complex algebra with these commutation relations
+  have gen : ∀ (R : Type) [Ring R] [Algebra ℂ R] (a a' b b' : R),
+      a * a' = a' * a + 1 → b * b' = b' * b + 1 → a * b = b * a → a' * b' = b' * a' →
+      ((1 / 2 : ℂ) • (a + a' + b + b')) * ((1 / 2 : ℂ) • (a + a' + b + b'))
+        + ((Complex.I / 2) • (a - a' - b + b')) * ((Complex.I / 2) • (a - a' - b + b'))
+        = a' * a + b' * b + 1 + a * b + a' * b' := by
+    intro R _ _ a a' b b' g1 g2 g3 g4
+    have key : (a + a' + b + b') * (a + a' + b + b') - (a - a' - b + b') * (a - a' - b + b')
+        = (4 : ℂ) • (a' * a + b' * b + 1 + a * b + a' * b') := by
+      have four : ∀ t : R, (4 : ℂ) • t = t + t + t + t := fun t => by module
+      rw [four]
+      linear_combination (norm := noncomm_ring) g1 + g1 + g2 + g2 - g3 - g3 - g4 - g4
+    rw [smul_mul_smul_comm, smul_mul_smul_comm, c1, c2, neg_smul, ← sub_eq_add_neg,
+      ← smul_sub, key]
+    module
+  exact gen (Module.End ℂ Space) annA creA annB creB h1 h2 h3 h4
 
 end
```

What went wrong. Both errors arise in algebra done directly on `Module.End ℂ Space`. In `key`, `linear_combination` needs cancellation of addition, and Lean fails to find the instance `IsRightCancelAdd` for this type. Later `rw` finds no match for `neg_smul`, though the goal visibly contains `-(1 / 4) • …`. The visible shape fits, so the mismatch must lie in the hidden instance arguments; the messages don't show which one.

The repair proves the identity as `gen`, for any ring `R` that is a complex algebra and any four elements with the required commutation relations. There the cancellation instance is found and `neg_smul` matches. The closing `exact` applies `gen` to the four ladder operators, and Lean accepts the result as the original goal by unfolding definitions.

Merging the proofs of `h1` and `h2` is tidying, as neither had an error. Writing `g1 + g1` for twice a relation leaves the combination the same, and the messages don't call for it. `key` now has `4 •` in place of a fourfold sum, which `four` expands for the proof.
